# Worst-case error of a k-body energy when each subset energy is off by at most ε

A cluster of $N$ molecules is too large for one calculation, so its energy is assembled from separate calculations on monomers, dimers and so on, up to groups of $k$ molecules. Each of these runs is converged only approximately. Suppose that this leaves an error of at most $\varepsilon$ in each energy. How far can the assembled energy be from the value that fully converged runs would give?

For $k<N$, with the energy of the empty set exact and the other errors free to take any values between $-\varepsilon$ and $\varepsilon$, the largest possible error is exactly $\varepsilon A(N,k)$, where

$$A(N,k)=\sum_{m=1}^{k}\binom{N}{m}\binom{N-m-1}{k-m}.$$

For fragment methods in electronic structure theory, this says how small the subsystem errors must be to guarantee that the assembled energy lies within a given distance of its fully converged value, if nothing is known about these errors except a common bound.

## Each set of fragments has one energy

The fragments form a finite type `ι`, with $N$ = `Fintype.card ι`, and the energies are a function `E : Finset ι → ℝ`. No Hamiltonian appears, so the numbers may come from any method. The assumption is that a set $T$ of fragments has a single energy $E(T)$, used wherever $T$ occurs. If a monomer is recomputed in the basis of each dimer, it has several energies and the model does not describe it.

In Lean 4 with Mathlib:

```lean
import Mathlib

open Finset

namespace ManyBodyErrorAmplification

noncomputable section

variable {ι : Type*} [Fintype ι] [DecidableEq ι]
```

The increment of a set $S$ is the part of its energy that its smaller subsets do not account for:

$$\Delta E(S)=\sum_{T\subseteq S}(-1)^{|S|+|T|}E(T).$$

```lean
/-- The many-body increment of a set `S` of fragments: the inclusion-exclusion combination
of the energies of all subsets of `S`. -/
def increment (E : Finset ι → ℝ) (S : Finset ι) : ℝ :=
  ∑ T ∈ S.powerset, (-1) ^ (S.card + T.card) * E T
```

The $k$-body energy $E_k$ adds up the increments of all sets with at most $k$ fragments.

```lean
/-- The `k`-body truncated energy: the sum of all increments of at most `k` fragments. -/
def truncated (k : ℕ) (E : Finset ι → ℝ) : ℝ :=
  ∑ S : Finset ι with S.card ≤ k, increment E S
```

Inserting the increments and exchanging the two sums collects everything that multiplies a given $E(T)$:

$$E_k=\sum_{|T|\le k}s_k(T)\,E(T),\qquad s_k(T)=\sum_{S\supseteq T,\ |S|\le k}(-1)^{|S|+|T|}.$$

The weight $s_k(T)$ is the `sensitivity`. It vanishes for $|T|>k$, because no retained increment contains such a set. If $T$ had a different energy in each increment, the errors would not combine into one weight per subset.

```lean
/-- The sensitivity of the `k`-body energy to the energy of the subset `T`: the signed number
of retained increments in which that energy occurs. -/
def sensitivity (k : ℕ) (T : Finset ι) : ℝ :=
  ∑ S : Finset ι with S.card ≤ k ∧ T ⊆ S, (-1) ^ (S.card + T.card)
```

The factor $A(N,k)$ is defined as a natural number.

```lean
/-- The error amplification factor of the `k`-body energy of `N` fragments, for `k < N`. -/
def amplification (N k : ℕ) : ℕ :=
  ∑ m ∈ Icc 1 k, N.choose m * (N - m - 1).choose (k - m)
```

## The truncation order is below the number of fragments

The hypothesis `hk : k < Fintype.card ι` says that the expansion really is truncated. By hand, it enters when the weight is evaluated. Let $|T|=m\le k$. Every $S\supseteq T$ is $T$ together with a set $W$ of $j$ other fragments, chosen from $N-m$, and its sign is $(-1)^{2m+j}=(-1)^j$. Hence

$$s_k(T)=\sum_{j=0}^{k-m}(-1)^j\binom{N-m}{j}=(-1)^{k-m}\binom{N-m-1}{k-m}.$$

The last step is the identity $\sum_{j=0}^{r}(-1)^j\binom{n+1}{j}=(-1)^r\binom{n}{r}$ with $n=N-m-1$ and $r=k-m$. This $n$ is non-negative because $m\le k<N$. The identity follows by induction on $r$. Both sides are 1 at $r=0$, and Pascal's rule gives the step:

$$(-1)^r\binom{n}{r}+(-1)^{r+1}\binom{n+1}{r+1}=(-1)^{r+1}\binom{n}{r+1}.$$

```lean
/-- An alternating sum of binomial coefficients, stopped at order `r`, is a single binomial
coefficient up to sign. -/
theorem alternating_choose (n r : ℕ) :
    ∑ j ∈ range (r + 1), ((n + 1).choose j : ℝ) * (-1) ^ j = (-1) ^ r * (n.choose r : ℝ) := by
  induction r with
  | zero => simp
  | succ r ih =>
    rw [sum_range_succ, ih, Nat.choose_succ_succ']
    push_cast
    ring
```

In `sensitivity_eq`, `h1` replaces $S$ by $W=S\setminus T$ through an explicit bijection, and `h2` groups the sets $W$ by size. The hypothesis is used in `hc`, which writes the number of remaining fragments as $(N-m-1)+1$, the form that `alternating_choose` needs.

```lean
/-- For `k` below the number of fragments, the sensitivity to a subset of at most `k` fragments
is a binomial coefficient whose sign alternates with the size of the subset. -/
theorem sensitivity_eq {k : ℕ} {T : Finset ι} (hT : T.card ≤ k) (hk : k < Fintype.card ι) :
    sensitivity k T =
      (-1) ^ (k - T.card) * ((Fintype.card ι - T.card - 1).choose (k - T.card) : ℝ) := by
  -- a set containing `T` is `T` together with a set `W` of other fragments
  have h1 : sensitivity k T =
      ∑ W ∈ (univ \ T).powerset, if W.card ≤ k - T.card then (-1 : ℝ) ^ W.card else 0 := by
    rw [← sum_filter, sensitivity]
    refine sum_nbij' (fun U => U \ T) (fun W => T ∪ W) ?_ ?_ ?_ ?_ ?_
    · intro U hU
      simp only [mem_filter, mem_univ, true_and, mem_powerset] at hU ⊢
      have hc := card_sdiff_add_card_eq_card hU.2
      exact ⟨sdiff_subset_sdiff (subset_univ U) (Subset.refl T), by omega⟩
    · intro W hW
      simp only [mem_filter, mem_univ, true_and, mem_powerset] at hW ⊢
      have hc := card_union_le T W
      exact ⟨by omega, subset_union_left⟩
    · intro U hU
      exact union_sdiff_of_subset (mem_filter.1 hU).2.2
    · intro W hW
      have hW' := mem_powerset.1 (mem_filter.1 hW).1
      exact union_sdiff_cancel_left (Finset.disjoint_sdiff.mono_right hW')
    · intro U hU
      have hc := card_sdiff_add_card_eq_card (mem_filter.1 hU).2.2
      show (-1 : ℝ) ^ (U.card + T.card) = (-1) ^ (U \ T).card
      rw [← hc, add_assoc, pow_add, ← two_mul, pow_mul]
      norm_num
  have h2 := sum_powerset_apply_card
    (fun j => if j ≤ k - T.card then (-1 : ℝ) ^ j else 0) (x := univ \ T)
  have hc : (univ \ T).card = Fintype.card ι - T.card - 1 + 1 := by
    have h := card_sdiff_add_card_eq_card (subset_univ T)
    rw [card_univ] at h
    omega
  rw [hc] at h2
  have hsub : range (k - T.card + 1) ⊆ range (Fintype.card ι - T.card - 1 + 1 + 1) := by
    intro j hj
    simp only [mem_range] at hj ⊢
    omega
  -- group the sets `W` by size and drop the sizes beyond the truncation
  rw [← alternating_choose (Fintype.card ι - T.card - 1) (k - T.card)]
  refine h1.trans (h2.trans ((sum_subset hsub ?_).symm.trans (sum_congr rfl ?_)))
  · intro j _ hj
    have h : ¬ j ≤ k - T.card := by
      simp only [mem_range] at hj
      omega
    simp only [if_neg h, smul_zero]
  · intro j hj
    have h : j ≤ k - T.card := by
      simp only [mem_range] at hj
      omega
    simp only [if_pos h, nsmul_eq_mul]
```

There are $\binom{N}{m}$ subsets of size $m$, all with the same absolute weight. Summing over sizes from 1 to $k$ gives $\sum_T|s_k(T)|=A(N,k)$. The proof again groups subsets by size, and taking absolute values removes the signs.

```lean
/-- For `k` below the number of fragments, the absolute sensitivities to all subsets of one to
`k` fragments add up to the amplification factor. -/
theorem sum_abs_sensitivity {k : ℕ} (hk : k < Fintype.card ι) :
    ∑ T : Finset ι with T.card ∈ Icc 1 k, |sensitivity k T| =
      amplification (Fintype.card ι) k := by
  have h := sum_powerset_apply_card (fun m => if m ∈ Icc 1 k then
    ((Fintype.card ι - m - 1).choose (k - m) : ℝ) else 0) (x := (univ : Finset ι))
  rw [powerset_univ, card_univ] at h
  rw [sum_filter]
  refine Eq.trans (sum_congr rfl fun T _ => ?_) (h.trans ?_)
  · by_cases hm : T.card ∈ Icc 1 k
    · simp only [if_pos hm, sensitivity_eq (mem_Icc.1 hm).2 hk, abs_mul, abs_pow, abs_neg,
        abs_one, one_pow, one_mul, Nat.abs_cast]
    · simp only [if_neg hm]
  · have hsub : Icc 1 k ⊆ range (Fintype.card ι + 1) := by
      intro m hm
      simp only [mem_Icc, mem_range] at hm ⊢
      omega
    simp only [amplification, Nat.cast_sum, Nat.cast_mul]
    refine (sum_subset hsub ?_).symm.trans (sum_congr rfl ?_)
    · intro m _ hm
      simp only [if_neg hm, smul_zero]
    · intro m hm
      simp only [if_pos hm, nsmul_eq_mul]
```

Without any upper limit on $k$ the result fails. For $k>N\ge1$ the expansion is complete and $E_k$ is the energy of the whole system, with worst error $\varepsilon$, whereas `amplification` evaluates to 0. At $k=N$ its value is 1, which is still correct, because subtraction of natural numbers stops at zero.

## The empty set carries no error

With no fragments there is no energy, in the exact data $E$ and in the erroneous data $E'$ alike. By hand, this removes one term. Subtracting the weighted sums for $E'$ and $E$ gives

$$E'_k-E_k=\sum_{|T|\le k}s_k(T)\,\bigl(E'(T)-E(T)\bigr),$$

and the term $T=\emptyset$ drops out, so that sizes 1 to $k$ remain. Only the equality $E'(\emptyset)=E(\emptyset)$ matters here, and it is the hypothesis `h0` of the next theorem, which holds for every $k$. The later theorems set both values to zero.

In the proof, `hlin` exchanges the sums by `sum_comm'`, and the last bullet uses `h0` to discard the empty set.

```lean
/-- If two sets of subset energies agree on the empty set, their `k`-body energies differ by the
differences for one to `k` fragments, each weighted by its sensitivity. -/
theorem error_propagation (k : ℕ) {E E' : Finset ι → ℝ} (h0 : E' ∅ = E ∅) :
    truncated k E' - truncated k E =
      ∑ T : Finset ι with T.card ∈ Icc 1 k, sensitivity k T * (E' T - E T) := by
  -- exchange the sum over increments with the sum over subset energies
  have hlin : ∀ F : Finset ι → ℝ,
      truncated k F = ∑ T : Finset ι with T.card ≤ k, sensitivity k T * F T := by
    intro F
    simp only [truncated, increment, sensitivity, sum_mul]
    refine sum_comm' fun S T => ?_
    simp only [mem_filter, mem_univ, true_and, mem_powerset]
    exact ⟨fun h => ⟨h, (card_le_card h.2).trans h.1⟩, fun h => h.1⟩
  rw [hlin, hlin, ← sum_sub_distrib]
  simp only [← mul_sub]
  refine (sum_subset ?_ ?_).symm
  · intro T hT
    simp only [mem_filter, mem_univ, true_and, mem_Icc] at hT ⊢
    exact hT.2
  · intro T hT hT'
    simp only [mem_filter, mem_univ, true_and, mem_Icc] at hT hT'
    have h : T = ∅ := card_eq_zero.1 (by omega)
    rw [h, h0, sub_self, mul_zero]
```

If the empty set could also be off by $\varepsilon$, the worst error would grow by $\varepsilon|s_k(\emptyset)|=\varepsilon\binom{N-1}{k}$, which is positive for $k<N$ and $\varepsilon>0$.

## The errors are bounded by ε and otherwise free

The errors are independent in the sense that any combination within the bound may occur; no probability is involved. By hand, the bound gives the upper limit through the triangle inequality:

$$|E'_k-E_k|\le\sum_{1\le|T|\le k}|s_k(T)|\,|E'(T)-E(T)|\le\varepsilon A(N,k).$$

The freedom makes the limit attainable. Choose the error of each non-empty $T$ as $\varepsilon(-1)^{k+|T|}$. Its product with the weight has the sign $(-1)^{k-|T|}(-1)^{k+|T|}=(-1)^{2k}=1$, so all contributions add. The next theorem computes this shift; `hs` is the sign product.

```lean
/-- For `k` below the number of fragments and zero energy of the empty set, adding the error
`ε * (-1) ^ (k + S.card)` to the energy of every non-empty subset `S` shifts the `k`-body energy by
`ε` times the amplification factor. -/
theorem alternating_errors {k : ℕ} (hk : k < Fintype.card ι) {E : Finset ι → ℝ}
    (h0 : E ∅ = 0) (ε : ℝ) :
    truncated k (fun S => if S = ∅ then 0 else E S + ε * (-1) ^ (k + S.card)) - truncated k E =
      ε * amplification (Fintype.card ι) k := by
  rw [error_propagation k (by simp [h0]), ← sum_abs_sensitivity hk, mul_sum]
  refine sum_congr rfl fun T hT => ?_
  have hm := mem_Icc.1 (mem_filter.1 hT).2
  have hne : T ≠ ∅ := (card_pos.1 hm.1).ne_empty
  -- the sign of the error matches the sign of the sensitivity
  have hs : (-1 : ℝ) ^ (k - T.card) * (-1) ^ (k + T.card) = 1 := by
    rw [← pow_add, show k - T.card + (k + T.card) = 2 * k by omega, pow_mul]
    norm_num
  simp only [if_neg hne, sensitivity_eq hm.2 hk, abs_mul, abs_pow, abs_neg, abs_one, one_pow,
    one_mul, Nat.abs_cast]
  linear_combination ε * ((Fintype.card ι - T.card - 1).choose (k - T.card) : ℝ) * hs
```

The main theorem considers the set of all values $d=|E'_k-E_k|$ that admissible data $E'$ can produce. `IsGreatest` says that $\varepsilon A(N,k)$ belongs to this set and that no element exceeds it. The first half of the proof supplies the alternating errors, and the second half is the triangle inequality followed by the bound `hE` on each term. Energies of more than $k$ fragments are unrestricted, since they do not enter.

```lean
/-- For `k` below the number of fragments and zero energy of the empty set, the largest error of
the `k`-body energy caused by errors of at most `ε ≥ 0` in the energies of one to `k` fragments
is `ε` times the amplification factor. -/
theorem greatest_error {k : ℕ} (hk : k < Fintype.card ι) {E : Finset ι → ℝ}
    (h0 : E ∅ = 0) {ε : ℝ} (hε : 0 ≤ ε) :
    IsGreatest {d : ℝ | ∃ E' : Finset ι → ℝ, E' ∅ = 0 ∧
        (∀ S, S.card ∈ Icc 1 k → |E' S - E S| ≤ ε) ∧ d = |truncated k E' - truncated k E|}
      (ε * amplification (Fintype.card ι) k) := by
  constructor
  · refine ⟨fun S => if S = ∅ then 0 else E S + ε * (-1) ^ (k + S.card), by simp, ?_, ?_⟩
    · intro S hS
      have hne : S ≠ ∅ := (card_pos.1 (mem_Icc.1 hS).1).ne_empty
      simp [hne, abs_mul, abs_of_nonneg hε]
    · rw [alternating_errors hk h0, abs_of_nonneg (by positivity)]
  · -- the triangle inequality bounds every other choice of errors
    rintro d ⟨E', h0', hE, rfl⟩
    rw [error_propagation k (h0'.trans h0.symm), ← sum_abs_sensitivity hk, mul_sum]
    refine (abs_sum_le_sum_abs _ _).trans (sum_le_sum fun T hT => ?_)
    rw [abs_mul, mul_comm ε]
    exact mul_le_mul_of_nonneg_left (hE T (mem_filter.1 hT).2) (abs_nonneg _)
```

If a single subset of one to $k$ fragments had no error bound, the total error would be unbounded, because its weight is not zero. If the errors were correlated, the upper limit would remain but might not be reached. For $N=3$ and $k=2$ the factor is 6. If each dimer error is the sum of its two monomer errors, however, the pair increments carry no error and $E_2$ shifts by the sum of the three monomer errors. With all monomer and dimer errors at most $\varepsilon$ in size, this sum is at most $3\varepsilon/2$.

The condition `hε : 0 ≤ ε` makes $\varepsilon$ a meaningful bound on an absolute value. It is used to show that the alternating errors respect the bound and to identify $|\varepsilon A(N,k)|$ with $\varepsilon A(N,k)$. For negative $\varepsilon$ and $1\le k<N$ no data $E'$ would be admissible, and there would be no greatest error.

The theorem compares two energies truncated at the same order. The difference between $E_k$ and the energy of the full system is a separate error, about which it says nothing.

## Pair energies with at least three fragments

For $k=2$ the condition $k<N$ reads $N\ge3$, which is `hN`. The two terms of the sum give

$$A(N,2)=N(N-2)+\frac{N(N-1)}{2}=\frac{N(3N-5)}{2}.$$

The proof writes $N=n+3$, splits the sum into these two terms and simplifies. At $N=1$ the formula would give $-1$, which no sum of natural numbers can equal.

```lean
/-- For at least three fragments, the amplification factor of the two-body energy is
`N (3 N - 5) / 2`. -/
theorem amplification_two {N : ℕ} (hN : 3 ≤ N) :
    (amplification N 2 : ℝ) = N * (3 * N - 5) / 2 := by
  obtain ⟨n, rfl⟩ : ∃ n, N = n + 3 := ⟨N - 3, by omega⟩
  have h : amplification (n + 3) 2 = (n + 3) * (n + 1) + (n + 3).choose 2 := by
    rw [amplification, show Icc 1 2 = ({1, 2} : Finset ℕ) by decide, sum_pair (by norm_num)]
    simp
  rw [h]
  push_cast [Nat.cast_choose_two]
  ring
```

Suppose that a pair calculation stores one energy $E_i$ for each monomer and one energy $E_{ij}$ for each dimer, and forms the increments $E_{ij}-E_i-E_j$. Each stored $E_i$ is added once and subtracted in $N-1$ pairs, so its net weight is $-(N-2)$. For 100 molecules that is $-98$, and the factor is $9800+4950=14750$, with the larger part from the monomers. An error bound of $10^{-6}$ hartree per calculation then allows an error of about 0.015 hartree, or 9 kcal/mol, in $E_2$. This worst case has every monomer too low and every dimer too high by the full bound, or the reverse. It requires errors of both signs. If the errors come only from incomplete convergence of a variational energy to its minimum, no energy is too low, and the largest possible error is $9800\,\varepsilon$, with every monomer too high and every dimer exact.

At the other end, $k=N-1$ leaves out only the increment of the full system. Every weight then has absolute value 1, and the factor counts all subsets except the empty one and the full one, which gives $2^N-2$. The theorem has $N=n+1$ and places the 2 on the left. Its proof removes the two end terms from the sum of a full row of binomial coefficients.

```lean
/-- For `n + 1` fragments, truncation at `n` bodies has the amplification factor
`2 ^ (n + 1) - 2`. -/
theorem amplification_last (n : ℕ) : amplification (n + 1) n + 2 = 2 ^ (n + 1) := by
  have hI : ∀ (f : ℕ → ℕ) (r : ℕ), ∑ m ∈ Icc 1 r, f m = ∑ i ∈ range r, f (i + 1) := by
    intro f r
    induction r with
    | zero => simp
    | succ r ih => rw [sum_Icc_succ_top (by omega), ih, sum_range_succ]
  have h1 : amplification (n + 1) n = ∑ m ∈ Icc 1 n, (n + 1).choose m := by
    refine sum_congr rfl fun m _ => ?_
    rw [show n + 1 - m - 1 = n - m by omega, Nat.choose_self, mul_one]
  -- only the empty set and the full system are missing from the sum over all subsets
  have h2 := Nat.sum_range_choose (n + 1)
  rw [sum_range_succ, sum_range_succ', Nat.choose_self, Nat.choose_zero_right] at h2
  rw [h1, hI]
  omega

end

end ManyBodyErrorAmplification
```

```lean
#print axioms ManyBodyErrorAmplification.greatest_error
#print axioms ManyBodyErrorAmplification.amplification_two
#print axioms ManyBodyErrorAmplification.amplification_last
```

```
'ManyBodyErrorAmplification.greatest_error' depends on axioms: [propext, Classical.choice, Quot.sound]
'ManyBodyErrorAmplification.amplification_two' depends on axioms: [propext, Classical.choice, Quot.sound]
'ManyBodyErrorAmplification.amplification_last' depends on axioms: [propext, Classical.choice, Quot.sound]
```
